# Thermal second moments of independent harmonic modes with centred Gaussian coordinates

`thermal_second` concerns finitely many independent harmonic modes whose coordinates follow centred Gaussians of variance `σ i ^ 2`, with the widths `σ i` given as real numbers and not derived from a temperature or frequency. It states that the mean of `x i * x j` is `σ i ^ 2` when `i = j` and zero otherwise, so distinct modes are uncorrelated. The proof splits on whether the indices agree. For equal indices it reduces the mean to a one-dimensional Gaussian integral and uses the known variance; for distinct ones it factorises the mean by independence and uses the zero mean of a coordinate.

The first attempt, which Lean rejects:

```lean
import Mathlib

open MeasureTheory ProbabilityTheory

namespace SpecialDisplacement

noncomputable section

/-- Thermal distribution of independent harmonic modes: centred Gaussians of variance `σ i ^ 2`. -/
def thermalMeasure {n : ℕ} (σ : Fin n → ℝ) : Measure (Fin n → ℝ) :=
  Measure.pi (fun i => gaussianReal 0 (σ i ^ 2).toNNReal)

instance {n : ℕ} (σ : Fin n → ℝ) : IsProbabilityMeasure (thermalMeasure σ) := by
  unfold thermalMeasure
  infer_instance

lemma eval_preserving {n : ℕ} (σ : Fin n → ℝ) (i : Fin n) :
    MeasurePreserving (fun x : Fin n → ℝ => x i) (thermalMeasure σ)
      (gaussianReal 0 (σ i ^ 2).toNNReal) :=
  measurePreserving_eval (fun k => gaussianReal 0 (σ k ^ 2).toNNReal) i

lemma memLp_coord {n : ℕ} (σ : Fin n → ℝ) (i : Fin n) :
    MemLp (fun x : Fin n → ℝ => x i) 2 (thermalMeasure σ) :=
  (memLp_id_gaussianReal' 2 (by simp)).comp_measurePreserving (eval_preserving σ i)

lemma thermal_coord {n : ℕ} (σ : Fin n → ℝ) (i : Fin n) (f : ℝ → ℝ) (hf : Continuous f) :
    ∫ x, f (x i) ∂thermalMeasure σ = ∫ t, f t ∂gaussianReal 0 (σ i ^ 2).toNNReal := by
  have h := eval_preserving σ i
  rw [← h.map_eq, integral_map h.measurable.aemeasurable hf.aestronglyMeasurable]

lemma thermal_first {n : ℕ} (σ : Fin n → ℝ) (i : Fin n) :
    ∫ x, x i ∂thermalMeasure σ = 0 :=
  (thermal_coord σ i (fun t => t) continuous_id).trans integral_id_gaussianReal

/-- The thermal mean of `x i * x j` is `σ i ^ 2` if `i = j` and zero otherwise. -/
theorem thermal_second {n : ℕ} (σ : Fin n → ℝ) (i j : Fin n) :
    ∫ x, x i * x j ∂thermalMeasure σ = if i = j then σ i ^ 2 else 0 := by
  split_ifs with hij
  · subst hij
    have hv := variance_of_integral_eq_zero (X := id)
      (μ := gaussianReal 0 (σ i ^ 2).toNNReal) aemeasurable_id integral_id_gaussianReal
    rw [variance_id_gaussianReal, Real.coe_toNNReal _ (sq_nonneg _)] at hv
    rw [thermal_coord σ i (fun t => t * t) (by fun_prop), hv]
    simp only [id, pow_two]
  · have hI : IndepFun (fun x : Fin n → ℝ => x i) (fun x => x j) (thermalMeasure σ) :=
      (iIndepFun_pi (μ := fun k => gaussianReal 0 (σ k ^ 2).toNNReal)
        (X := fun _ => id) (fun _ => aemeasurable_id)).indepFun hij
    rw [hI.integral_fun_mul_eq_mul_integral (memLp_coord σ i).aestronglyMeasurable
      (memLp_coord σ j).aestronglyMeasurable, thermal_first, zero_mul]

end

end SpecialDisplacement
```

Lean reports:

```
Main.lean:39:2: error: unsolved goals
case pos
n : ℕ
σ : Fin n → ℝ
i : Fin n
hv : σ i ^ 2 = ∫ (ω : ℝ), id ω ^ 2 ∂gaussianReal 0 (σ i ^ 2).toNNReal
⊢ ∫ (t : ℝ), t * t ∂gaussianReal 0 (∫ (ω : ℝ), ω * ω ∂gaussianReal 0 (σ i * σ i).toNNReal).toNNReal =
    ∫ (ω : ℝ), ω * ω ∂gaussianReal 0 (σ i * σ i).toNNReal
```

As a diff, the version that Lean accepts:

```diff
@@ -41,5 +41,6 @@
       (μ := gaussianReal 0 (σ i ^ 2).toNNReal) aemeasurable_id integral_id_gaussianReal
     rw [variance_id_gaussianReal, Real.coe_toNNReal _ (sq_nonneg _)] at hv
-    rw [thermal_coord σ i (fun t => t * t) (by fun_prop), hv]
+    rw [thermal_coord σ i (fun t => t * t) (by fun_prop)]
+    refine Eq.trans ?_ hv.symm
     simp only [id, pow_two]
   · have hI : IndepFun (fun x : Fin n → ℝ => x i) (fun x => x j) (thermalMeasure σ) :=
```

Diagnosis. The error is in the case `i = j`. After `thermal_coord`, the goal equates the integral of `t * t` with `σ i ^ 2`, and `hv` equates `σ i ^ 2` with the integral of `id ω ^ 2` under the same Gaussian. But `rw` replaces every instance of the left side of `hv`, and `σ i ^ 2` also occurs in the goal as the variance of the Gaussian on the left. That variance therefore becomes an integral too, as the message shows, while the Gaussian on the right keeps its plain variance. The two sides no longer match, and `simp only [id, pow_two]`, which only unfolds `id` and the squares, cannot close the goal.

The repair takes `hv` out of the `rw` and uses `refine Eq.trans ?_ hv.symm`, which applies the equation to the right side as a whole and leaves the measure on the left alone. What remains is an equality of two integrals under the same Gaussian, differing only in `t * t` against `id ω ^ 2`, and the unchanged `simp only` closes it.
